# Hellmann–Feynman for a minimum energy: where the slope exists, it is tr(VD)

Let one electron occupy either of two orbitals, with superpositions left out for simplicity (they would not lower the minimum energy below), so that the admissible density matrices are $D_a=\mathrm{diag}(1,0)$ and $D_b=\mathrm{diag}(0,1)$. Without a field both have energy zero. A perturbation $V=\mathrm{diag}(1,-1)$ of strength $l$ gives them the energies $l$ and $-l$, and the lower of the two is $m(l)=-|l|$. For $l>0$ the minimiser is $D_b$, and the slope of $m$ is $-1=\mathrm{tr}(VD_b)$. For $l<0$ it is $D_a$, with slope $+1=\mathrm{tr}(VD_a)$. At $l=0$ both are minimisers, their expectation values differ, and $m$ has a kink.

## Slope, concavity and kinks of the minimum energy

Let $K$ be a nonempty compact set of real square matrices, $E$ a continuous real function on $K$, and $V$ a fixed real matrix. Write
$$r(D)=\mathrm{tr}(VD),\qquad E_l(D)=E(D)+l\,r(D),\qquad m(l)=\min_{D\in K}E_l(D).$$
The minimum is attained, because $E_l$ is continuous and $K$ is compact. Then $m$ is concave, and wherever it is differentiable, $m'(l)=r(D)$ for every minimiser $D$ at $l$. It is differentiable at $l$ exactly when all minimisers there share one value of $r$.

**Tangent bound.** Let $D$ be a minimiser at $l$. Used as a trial matrix at $x$, it gives
$$m(x)\le E(D)+x\,r(D)=m(l)+(x-l)\,r(D).$$

**Concavity.** Let $a,b\ge0$, $a+b=1$, $z=ax+by$, and let $D$ be a minimiser at $z$. Averaging the tangent bounds from $z$ to $x$ and to $y$ gives
$$a\,m(x)+b\,m(y)\le m(z)+(ax+by-z)\,r(D)=m(z).$$

**Slope.** By the tangent bound, $m(x)-x\,r(D)$ is largest at $x=l$. If $m'(l)$ exists, the derivative of this difference vanishes there, so $m'(l)=r(D)$. Two minimisers at such an $l$ therefore have equal $r$.

**Converse.** Suppose every minimiser at $l$ has $r=c$. Let $D_0$ be one of them, let $|r|\le B$ on $K$, and take $\varepsilon>0$. The matrices in $K$ with $|r(D)-c|\ge\varepsilon$ form a compact set $F$. If $F$ is nonempty, $E_l$ has a minimum over it, at $D_1$ say, and the gap $g=E_l(D_1)-m(l)$ is positive; otherwise $D_1$ would be a minimiser with $r\ne c$. If some $D\in F$ were a minimiser at $x$, then
$$g\le E_l(D)-E_l(D_0)=E_x(D)-E_x(D_0)+(x-l)\bigl(r(D_0)-r(D)\bigr)\le 2B|x-l|,$$
which is impossible for $|x-l|<g/(2B+1)$. So a minimiser $D_x$ at a nearby $x$ has $|r(D_x)-c|<\varepsilon$. The tangent bounds from $l$ to $x$ and from $x$ to $l$ now give
$$(x-l)\bigl(r(D_x)-c\bigr)\le m(x)-m(l)-(x-l)c\le0.$$
The middle term is at most $\varepsilon|x-l|$ in size, hence $m'(l)=c$.

**Monotone response.** For $l_1<l_2$ with minimisers $D_1,D_2$, adding $E_{l_1}(D_1)\le E_{l_1}(D_2)$ and $E_{l_2}(D_2)\le E_{l_2}(D_1)$ leaves $(l_2-l_1)(r(D_2)-r(D_1))\le0$.

## A quadratic energy in numbers

Take $D=\mathrm{diag}(p,1-p)$ with $0\le p\le1$, $E(D)=p^2$ and $V=\mathrm{diag}(1,0)$, so that $E_l(D)=p^2+lp$. For $-2\le l\le0$ the minimiser has $p=-l/2$, and $m(l)=-l^2/4$. At $l=-1$ this gives $p=\tfrac12$, $m=-0.25$ and $m'=\tfrac12=r(D)$. The tangent there predicts $-0.05$ at $x=-0.6$, above the true $-0.09$.

At $l=-3$ the minimiser is stuck at the edge $p=1$, where $\partial E_l/\partial p=-1$ is not zero. Still $m(l)=1+l$ nearby, with slope $1=r(D)$: minimality is enough, without stationarity.

## Admissible matrices and perturbed energy in Lean

The finite type `n` labels the basis functions.

```lean
import Mathlib

namespace HellmannFeynmanMinimum

noncomputable section

variable {n : Type*} [Fintype n]
```

`fieldEnergy` is $E_l(D)$, with the perturbation linear in $l$.

```lean
/-- The energy of the density matrix `D` in a perturbation `V` of strength `l`:
`E(D) + l tr(VD)`. -/
def fieldEnergy (E : Matrix n n ℝ → ℝ) (V : Matrix n n ℝ) (l : ℝ) (D : Matrix n n ℝ) : ℝ :=
  E D + l * (V * D).trace
```

`groundEnergy` is $m(l)$, written as an infimum.

```lean
/-- The ground-state energy at field strength `l`: the infimum of the perturbed energy over
the admissible set `K`. -/
def groundEnergy (E : Matrix n n ℝ → ℝ) (V : Matrix n n ℝ) (K : Set (Matrix n n ℝ))
    (l : ℝ) : ℝ :=
  sInf (fieldEnergy E V l '' K)
```

`IsMinimiser` demands a global minimum over `K`.

```lean
/-- `D` is admissible and no admissible matrix has a lower perturbed energy at strength `l`. -/
def IsMinimiser (E : Matrix n n ℝ → ℝ) (V : Matrix n n ℝ) (K : Set (Matrix n n ℝ))
    (l : ℝ) (D : Matrix n n ℝ) : Prop :=
  D ∈ K ∧ ∀ D' ∈ K, fieldEnergy E V l D ≤ fieldEnergy E V l D'
```

For real generalised Hartree–Fock, in which an orbital may mix spin up and spin down, `K` would be the idempotent symmetric matrices whose trace is the number of electrons, in an orthonormal basis of spin orbitals, and `E` the Hartree–Fock functional. The theorems ask at most that `K` be compact and nonempty and that `E` be continuous on it, so neither choice is built in. `E`, `V` and `K` do not depend on `l`, which excludes basis functions that move with the parameter, as in nuclear forces with atom-centred orbitals. Complex density matrices are not covered. Nor are excited states or self-consistent solutions above the global minimum, although Hellmann–Feynman relations are known for many of these.

In a finite, field-independent basis, the result equates two routes to the electronic dipole moment of the lowest such Hartree–Fock solution along a uniform electric field: minus the derivative of the energy with respect to the field strength, wherever it exists, and the expectation value of the dipole operator.

## From trial matrices to the slope

Since $r$ is continuous, so is $E_l$ on $K$ whenever $E$ is, and a minimiser exists when $K$ is compact and nonempty.

```lean
variable {E : Matrix n n ℝ → ℝ} {K : Set (Matrix n n ℝ)}

/-- The expectation value `tr(VD)` depends continuously on the density matrix. -/
theorem continuous_response (V : Matrix n n ℝ) :
    Continuous (fun D : Matrix n n ℝ => (V * D).trace) :=
  (continuous_const.matrix_mul continuous_id).matrix_trace

/-- For an energy continuous on a nonempty compact set, a minimiser exists at every field
strength. -/
theorem exists_minimiser (V : Matrix n n ℝ) (hK : IsCompact K) (hne : K.Nonempty)
    (hE : ContinuousOn E K) (l : ℝ) : ∃ D, IsMinimiser E V K l D := by
  have hc : ContinuousOn (fieldEnergy E V l) K := by
    show ContinuousOn (fun D => E D + l * (V * D).trace) K
    exact hE.add (continuousOn_const.mul (continuous_response V).continuousOn)
  obtain ⟨D, hD, h⟩ := hK.exists_isMinOn hne hc
  exact ⟨D, hD, fun D' hD' => isMinOn_iff.mp h D' hD'⟩
```

The infimum is then the energy of any minimiser.

```lean
variable {V : Matrix n n ℝ}

/-- The ground-state energy is the perturbed energy of any minimiser. -/
theorem groundEnergy_eq {l : ℝ} {D : Matrix n n ℝ} (h : IsMinimiser E V K l D) :
    groundEnergy E V K l = fieldEnergy E V l D := by
  have hl : IsLeast (fieldEnergy E V l '' K) (fieldEnergy E V l D) := by
    refine ⟨⟨D, h.1, rfl⟩, ?_⟩
    rintro _ ⟨D', hD', rfl⟩
    exact h.2 D' hD'
  exact hl.csInf_eq
```

In the tangent bound, `h'.2 D h.1` is the trial-matrix step: the minimiser `D'` at `x` is compared with `D`.

```lean
/-- Tangent bound: for `E` continuous on compact `K`, the line through the ground-state energy
at `l` with slope `tr(VD)`, `D` a minimiser at `l`, lies nowhere below the energy curve. -/
theorem groundEnergy_le_tangent (hK : IsCompact K) (hE : ContinuousOn E K) {l : ℝ}
    {D : Matrix n n ℝ} (h : IsMinimiser E V K l D) (x : ℝ) :
    groundEnergy E V K x ≤ groundEnergy E V K l + (x - l) * (V * D).trace := by
  obtain ⟨D', h'⟩ := exists_minimiser V hK ⟨D, h.1⟩ hE x
  rw [groundEnergy_eq h, groundEnergy_eq h']
  -- the minimiser at `l` is a trial matrix at `x`
  have ht := h'.2 D h.1
  unfold fieldEnergy at *
  nlinarith [ht]
```

For concavity, `hx` and `hy` are the two weighted tangent bounds, and the last line uses $a+b=1$.

```lean
/-- For an energy continuous on a nonempty compact set, the ground-state energy is a concave
function of the field strength. -/
theorem groundEnergy_concave (hK : IsCompact K) (hne : K.Nonempty) (hE : ContinuousOn E K) :
    ConcaveOn ℝ Set.univ (groundEnergy E V K) := by
  refine ⟨convex_univ, fun x _ y _ a b ha hb hab => ?_⟩
  simp only [smul_eq_mul]
  obtain ⟨D, h⟩ := exists_minimiser V hK hne hE (a * x + b * y)
  -- average the tangent bounds at the two end points
  have hx := mul_le_mul_of_nonneg_left (groundEnergy_le_tangent hK hE h x) ha
  have hy := mul_le_mul_of_nonneg_left (groundEnergy_le_tangent hK hE h y) hb
  refine (add_le_add hx hy).trans (le_of_eq ?_)
  linear_combination (groundEnergy E V K (a * x + b * y)
    - (a * x + b * y) * (V * D).trace) * hab
```

The Hellmann–Feynman theorem takes differentiability as the hypothesis `hd`.

```lean
/-- Hellmann-Feynman theorem for the minimum: for `E` continuous on compact `K`, if the
ground-state energy has derivative `m'` at `l`, then `m' = tr(VD)` for every minimiser `D`
at `l`. -/
theorem hellmann_feynman (hK : IsCompact K) (hE : ContinuousOn E K) {l m' : ℝ}
    (hd : HasDerivAt (groundEnergy E V K) m' l) {D : Matrix n n ℝ}
    (h : IsMinimiser E V K l D) : m' = (V * D).trace := by
  -- energy minus tangent line is largest at `l`
  have hmax : IsLocalMax (fun x => groundEnergy E V K x - x * (V * D).trace) l := by
    refine Filter.Eventually.of_forall fun x => ?_
    have ht := groundEnergy_le_tangent hK hE h x
    show groundEnergy E V K x - x * (V * D).trace ≤ groundEnergy E V K l - l * (V * D).trace
    nlinarith [ht]
  have h0 := hmax.hasDerivAt_eq_zero
    (hd.fun_sub ((hasDerivAt_id' l).mul_const (V * D).trace))
  linarith
```

The proof turns on Mathlib's `IsLocalMax.hasDerivAt_eq_zero`, Fermat's rule that a derivative vanishes at a local maximum. It needs an inequality near `l`, which the tangent bound supplies for all `x`, and a derivative, which comes from `hd`. The minimiser stays fixed while `x` varies, so no derivative of $D$ with respect to the field appears. `HasDerivAt` also carries the existence of the slope. Mathlib's `deriv` returns 0 at a kink, where the two-orbital example has expectation values $\pm1$.

## Where the slope exists

`response_close` is the gap argument. The case split is on whether $F$ is empty, `hgap` is $g>0$, and `h6` is the estimate by $2B|x-l|$.

```lean
/-- Let `E` be continuous on compact `K`. If all minimisers at `l` have `tr(VD) = c`, then
minimisers at nearby field strengths have `tr(VD)` close to `c`. -/
theorem response_close (hK : IsCompact K) (hne : K.Nonempty) (hE : ContinuousOn E K)
    {l c : ℝ} (hc : ∀ D, IsMinimiser E V K l D → (V * D).trace = c) {ε : ℝ} (hε : 0 < ε) :
    ∃ δ > 0, ∀ x, |x - l| < δ → ∀ D, IsMinimiser E V K x D → |(V * D).trace - c| < ε := by
  obtain ⟨D₀, h₀⟩ := exists_minimiser V hK hne hE l
  obtain ⟨B, hB⟩ := hK.exists_bound_of_continuousOn (continuous_response V).continuousOn
  have hB0 : 0 ≤ B := (norm_nonneg _).trans (hB D₀ h₀.1)
  -- the admissible matrices whose response is far from `c`
  have hS : IsCompact (K ∩ {D | ε ≤ |(V * D).trace - c|}) :=
    hK.inter_right (isClosed_le continuous_const
      ((continuous_response V).sub continuous_const).abs)
  rcases (K ∩ {D | ε ≤ |(V * D).trace - c|}).eq_empty_or_nonempty with he | hn
  · refine ⟨1, one_pos, fun x _ D hD => ?_⟩
    by_contra hf
    exact Set.eq_empty_iff_forall_notMem.mp he D ⟨hD.1, not_lt.mp hf⟩
  · obtain ⟨D₁, h₁, hmin⟩ := exists_minimiser V hS hn (hE.mono Set.inter_subset_left) l
    -- they are separated from the minimum by an energy gap
    have hgap : fieldEnergy E V l D₀ < fieldEnergy E V l D₁ := by
      by_contra hf
      have h2 : ε ≤ |(V * D₁).trace - c| := h₁.2
      rw [hc D₁ ⟨h₁.1, fun D' h' => (not_lt.mp hf).trans (h₀.2 D' h')⟩, sub_self,
        abs_zero] at h2
      linarith
    have hpos : 0 < 2 * B + 1 := by linarith
    refine ⟨(fieldEnergy E V l D₁ - fieldEnergy E V l D₀) / (2 * B + 1),
      div_pos (sub_pos.mpr hgap) hpos, fun x hx D hD => ?_⟩
    by_contra hf
    rw [lt_div_iff₀ hpos] at hx
    have h3 := hmin D ⟨hD.1, not_lt.mp hf⟩
    have h4 := hD.2 D₀ h₀.1
    have b0 := abs_le.mp (hB D₀ h₀.1)
    have b1 := abs_le.mp (hB D hD.1)
    have h5 : |(V * D₀).trace - (V * D).trace| ≤ 2 * B :=
      abs_le.mpr ⟨by linarith [b0.1, b1.2], by linarith [b0.2, b1.1]⟩
    have h6 : (x - l) * ((V * D₀).trace - (V * D).trace) ≤ |x - l| * (2 * B) := by
      refine (le_abs_self _).trans ?_
      rw [abs_mul]
      exact mul_le_mul_of_nonneg_left h5 (abs_nonneg _)
    unfold fieldEnergy at *
    nlinarith [abs_nonneg (x - l)]
```

In the equivalence, `h1` and `h2` are the tangent bounds from `l` and from `x`, and `h3` bounds the error by $\varepsilon|x-l|$.

```lean
/-- For `E` continuous on a nonempty compact `K`, the ground-state energy is differentiable at
`l` exactly when all minimisers at `l` have the same expectation value `tr(VD)`. -/
theorem differentiableAt_iff (hK : IsCompact K) (hne : K.Nonempty) (hE : ContinuousOn E K)
    (l : ℝ) : DifferentiableAt ℝ (groundEnergy E V K) l ↔
      ∀ D D', IsMinimiser E V K l D → IsMinimiser E V K l D' →
        (V * D).trace = (V * D').trace := by
  refine ⟨fun hd D D' h h' => (hellmann_feynman hK hE hd.hasDerivAt h).symm.trans
    (hellmann_feynman hK hE hd.hasDerivAt h'), fun hu => ?_⟩
  obtain ⟨D₀, h₀⟩ := exists_minimiser V hK hne hE l
  have hd : HasDerivAt (groundEnergy E V K) (V * D₀).trace l := by
    rw [hasDerivAt_iff_isLittleO, Asymptotics.isLittleO_iff]
    intro ε hε
    obtain ⟨δ, hδ, hclose⟩ := response_close hK hne hE (fun D h => hu D D₀ h h₀) hε
    filter_upwards [Metric.ball_mem_nhds l hδ] with x hx
    rw [Metric.mem_ball, Real.dist_eq] at hx
    obtain ⟨D, hD⟩ := exists_minimiser V hK hne hE x
    -- tangent bounds from `l` and from `x` enclose the energy change
    have h1 := groundEnergy_le_tangent hK hE h₀ x
    have h2 := groundEnergy_le_tangent hK hE hD l
    have h3 : |(x - l) * ((V * D).trace - (V * D₀).trace)| ≤ ε * |x - l| := by
      rw [abs_mul, mul_comm]
      exact mul_le_mul_of_nonneg_right (hclose x hx D hD).le (abs_nonneg _)
    simp only [smul_eq_mul, Real.norm_eq_abs]
    rw [abs_le]
    constructor
    · nlinarith [(abs_le.mp h3).1]
    · nlinarith [mul_nonneg hε.le (abs_nonneg (x - l))]
  exact hd.differentiableAt
```

Monotonicity needs neither compactness nor continuity, only the two minimisers.

```lean
/-- The expectation value `tr(VD)` of a minimiser never increases when the field strength
is raised. -/
theorem response_antitone {l₁ l₂ : ℝ} (hl : l₁ < l₂) {D₁ D₂ : Matrix n n ℝ}
    (h₁ : IsMinimiser E V K l₁ D₁) (h₂ : IsMinimiser E V K l₂ D₂) :
    (V * D₂).trace ≤ (V * D₁).trace := by
  have a := h₁.2 D₂ h₂.1
  have b := h₂.2 D₁ h₁.1
  unfold fieldEnergy at a b
  by_contra hf
  nlinarith [mul_pos (sub_pos.mpr hl) (sub_pos.mpr (not_le.mp hf))]
```

The opening example closes the file: at zero field both matrices are minimisers, and differentiability would force $1=-1$.

```lean
/-- Level crossing: with `E = 0`, `V = diag(1, -1)` and the two admissible density matrices
`diag(1, 0)` and `diag(0, 1)`, the ground-state energy is not differentiable at zero field. -/
theorem levelCrossing_not_differentiable :
    ¬ DifferentiableAt ℝ (groundEnergy (fun _ => 0) !![1, 0; 0, -1]
      {!![1, 0; 0, 0], !![0, 0; 0, 1]}) 0 := by
  intro hd
  have h := (differentiableAt_iff (Set.toFinite _).isCompact ⟨_, Or.inl rfl⟩
    continuousOn_const 0).mp hd !![1, 0; 0, 0] !![0, 0; 0, 1]
    ⟨Or.inl rfl, fun D' _ => by simp [fieldEnergy]⟩
    ⟨Or.inr rfl, fun D' _ => by simp [fieldEnergy]⟩
  norm_num [Matrix.trace_fin_two, Matrix.mul_apply, Fin.sum_univ_two] at h

end

end HellmannFeynmanMinimum
```

```lean
#print axioms HellmannFeynmanMinimum.groundEnergy_concave
#print axioms HellmannFeynmanMinimum.hellmann_feynman
#print axioms HellmannFeynmanMinimum.response_antitone
#print axioms HellmannFeynmanMinimum.levelCrossing_not_differentiable
```

```
'HellmannFeynmanMinimum.groundEnergy_concave' depends on axioms: [propext, Classical.choice, Quot.sound]
'HellmannFeynmanMinimum.hellmann_feynman' depends on axioms: [propext, Classical.choice, Quot.sound]
'HellmannFeynmanMinimum.response_antitone' depends on axioms: [propext, Classical.choice, Quot.sound]
'HellmannFeynmanMinimum.levelCrossing_not_differentiable' depends on axioms: [propext, Classical.choice, Quot.sound]
```
